# Finitely many phonon vacua with distinct real displacements have a positive definite overlap matrix

Take one harmonic phonon mode and two displaced vacua, that is, coherent states with real amplitudes g₁ and g₂. Each state is normalised, and their overlap is s = exp(−(g₁ − g₂)²/2). A superposition with real coefficients c₁ and c₂ has squared norm

c₁² + c₂² + 2s c₁c₂ = (c₁ + s c₂)² + (1 − s²) c₂².

If g₁ ≠ g₂, then s < 1 and the right-hand side vanishes only for c₁ = c₂ = 0. If g₁ = g₂, then s = 1, and the coefficients (1, −1) give squared norm zero: without distinctness, positive definiteness fails.

For more states the square can't be completed so simply, but the mechanism remains. The quadratic form of the overlap matrix is a squared norm, so it vanishes only on a superposition that is itself zero. The parts below show that distinct displacements allow no such superposition except the trivial one.

## Displaced vacua as lists of amplitudes

In a polaron model with linear coupling, an electron on site i shifts the equilibrium positions of the harmonic modes. Let M be a finite set of modes and g(m) the real, dimensionless displacement of mode m. The convention is that g(m) is the coherent-state amplitude, so the position shifts by √2 g(m) oscillator lengths. Write g·h = Σ_m g(m)h(m) and |g|² = g·g.

```lean
import Mathlib

open Finset

namespace DisplacedPhononVacua

noncomputable section

variable {M ι E : Type*} [Fintype M] [Fintype ι]
  [NormedAddCommGroup E] [InnerProductSpace ℝ E]
```

The displaced vacuum is given by its n-phonon amplitudes on ordered mode lists q = (q(0), …, q(n−1)):

ψ_g(n, q) = exp(−|g|²/2) ∏_k g(q(k)) / √n!

These amplitudes are symmetric in the list entries, as bosons require. Scalar products sum over all ordered lists and all n.

```lean
/-- The amplitude of the vacuum displaced by `g` for finding `n` phonons in the modes
`q 0, ..., q (n-1)`, in the first-quantised form of Fock space. -/
def displacedVacuum (g : M → ℝ) (n : ℕ) (q : Fin n → M) : ℝ :=
  Real.exp (-(∑ m, g m ^ 2) / 2) * (∏ k, g (q k)) / √(n.factorial : ℝ)
```

The overlap matrix is defined for displacements g_i in any real inner-product space E, with i in a finite index set ι:

S_ij = exp(−‖g_i − g_j‖²/2).

Here the Gaussian is the definition. Part (c) derives it from the amplitudes for finitely many modes, and part (g) connects E to such modes.

```lean
/-- The matrix of Gaussian overlaps between vacua with displacements `g i`. -/
def overlapMatrix (g : ι → E) : Matrix ι ι ℝ :=
  Matrix.of fun i j => Real.exp (-‖g i - g j‖ ^ 2 / 2)
```

## (a) Removing a phonon

**Task.** Show that ψ_g is an eigenstate of every annihilation operator a_m, with eigenvalue g(m).

**Solution.** On ordered lists, a_m puts m in front of q and multiplies by √(n+1). Since (n+1)! = (n+1) n!,

√(n+1) ψ_g(n+1, (m, q)) = √(n+1) exp(−|g|²/2) g(m) ∏_k g(q(k)) / √((n+1) n!) = g(m) ψ_g(n, q).

This is the coherent-state property, and it justifies the name "displaced vacuum" for the explicit formula. In the code `Fin.cons m q` is the extended list, and `field_simp` cancels the square roots.

```lean
/-- Removing one phonon of mode `m` from the displaced vacuum multiplies its amplitudes
by the displacement `g m`. -/
theorem annihilate_displacedVacuum (g : M → ℝ) (m : M) (n : ℕ) (q : Fin n → M) :
    √((n : ℝ) + 1) * displacedVacuum g (n + 1) (Fin.cons m q : Fin (n + 1) → M)
      = g m * displacedVacuum g n q := by
  unfold displacedVacuum
  rw [Fin.prod_univ_succ, Nat.factorial_succ]
  simp only [Fin.cons_zero, Fin.cons_succ]
  push_cast
  rw [Real.sqrt_mul (by positivity)]
  have h1 : √((n : ℝ) + 1) ≠ 0 := by positivity
  have h2 : √(n.factorial : ℝ) ≠ 0 := by positivity
  generalize √((n : ℝ) + 1) = s at *
  generalize √(n.factorial : ℝ) = t at *
  field_simp
```

## (b) Factoring the Gaussian

**Task.** Separate the Gaussian of |g − h|² into normalisation constants and a coupling term.

**Solution.** Expanding the square gives |g − h|² = |g|² + |h|² − 2g·h. Multiply by −1/2 and exponentiate:

exp(−|g − h|²/2) = exp(−|g|²/2) exp(−|h|²/2) exp(g·h).

```lean
/-- The Gaussian overlap factors into two normalisation constants and the exponential of
the scalar product of the displacements. -/
theorem overlap_factor (g h : M → ℝ) :
    Real.exp (-(∑ m, (g m - h m) ^ 2) / 2) =
      Real.exp (-(∑ m, g m ^ 2) / 2) * Real.exp (-(∑ m, h m ^ 2) / 2)
        * Real.exp (∑ m, g m * h m) := by
  have e : ∑ m, (g m - h m) ^ 2
      = ∑ m, g m ^ 2 + ∑ m, h m ^ 2 - 2 * ∑ m, g m * h m := by
    rw [Finset.mul_sum, ← Finset.sum_add_distrib, ← Finset.sum_sub_distrib]
    exact Finset.sum_congr rfl fun m _ => by ring
  rw [← Real.exp_add, ← Real.exp_add, e]
  congr 1
  ring
```

## (c) The overlap of two displaced vacua

**Task.** Compute the scalar product of ψ_g and ψ_h.

**Solution.** In the n-phonon sector,

Σ_q ψ_g(n, q) ψ_h(n, q) = exp(−|g|²/2) exp(−|h|²/2) (1/n!) Σ_q ∏_k g(q(k))h(q(k)).

The sum over lists is the expanded power (g·h)ⁿ. Summing (g·h)ⁿ/n! over n gives exp(g·h), and part (b) turns the product into exp(−|g − h|²/2). For g = h the result is 1, so the states are normalised.

`HasSum` says that the series over n converges to the stated value. The step `key` evaluates one sector, with `Fintype.sum_pow` expanding the power, and `series` supplies the exponential series.

```lean
/-- The Fock-space scalar product of two displaced vacua, summed over all phonon numbers,
is the Gaussian of the distance between their displacements. -/
theorem displacedVacuum_overlap (g h : M → ℝ) :
    HasSum (fun n => ∑ q : Fin n → M, displacedVacuum g n q * displacedVacuum h n q)
      (Real.exp (-(∑ m, (g m - h m) ^ 2) / 2)) := by
  -- The n-phonon sector contributes the n-th term of an exponential series.
  have key : ∀ n : ℕ, ∑ q : Fin n → M, displacedVacuum g n q * displacedVacuum h n q =
      Real.exp (-(∑ m, g m ^ 2) / 2) * Real.exp (-(∑ m, h m ^ 2) / 2)
        * ((∑ m, g m * h m) ^ n / (n.factorial : ℝ)) := by
    intro n
    rw [Fintype.sum_pow, Finset.sum_div, Finset.mul_sum]
    refine Finset.sum_congr rfl fun q _ => ?_
    rw [Finset.prod_mul_distrib]
    unfold displacedVacuum
    have hs : √(n.factorial : ℝ) * √(n.factorial : ℝ) = (n.factorial : ℝ) :=
      Real.mul_self_sqrt (by positivity)
    generalize √(n.factorial : ℝ) = s at hs ⊢
    rw [← hs]
    ring
  have series : ∀ x : ℝ, HasSum (fun n : ℕ => x ^ n / (n.factorial : ℝ)) (Real.exp x) := by
    intro x
    rw [Real.exp_eq_exp_ℝ]
    exact NormedSpace.expSeries_div_hasSum_exp x
  simp only [key]
  rw [overlap_factor]
  exact (series _).mul_left _
```

## (d) The norm of a superposition

**Task.** Express the squared norm of Σ_i c_i ψ_{g_i}, with real c_i, through the overlaps.

**Solution.** Expand the square of each amplitude and exchange the finite sums:

Σ_q (Σ_i c_i ψ_{g_i}(n, q))² = Σ_i Σ_j c_i c_j Σ_q ψ_{g_i}(n, q) ψ_{g_j}(n, q).

Summing over n with part (c) gives

Σ_i Σ_j c_i c_j exp(−|g_i − g_j|²/2).

The two sums over states are finite, so they may be exchanged with the convergent series over n.

```lean
/-- The squared norm of a real superposition of displaced vacua is the quadratic form
of their overlaps. -/
theorem superposition_norm_sq (g : ι → M → ℝ) (c : ι → ℝ) :
    HasSum (fun n => ∑ q : Fin n → M, (∑ i, c i * displacedVacuum (g i) n q) ^ 2)
      (∑ i, ∑ j, c i * c j * Real.exp (-(∑ m, (g i m - g j m) ^ 2) / 2)) := by
  have e : ∀ n : ℕ, ∑ q : Fin n → M, (∑ i, c i * displacedVacuum (g i) n q) ^ 2 =
      ∑ i, ∑ j, c i * c j *
        ∑ q : Fin n → M, displacedVacuum (g i) n q * displacedVacuum (g j) n q := by
    intro n
    simp_rw [sq, Finset.sum_mul_sum, Finset.mul_sum]
    refine Finset.sum_comm.trans (Finset.sum_congr rfl fun i _ => ?_)
    refine Finset.sum_comm.trans (Finset.sum_congr rfl fun j _ => ?_)
    exact Finset.sum_congr rfl fun q _ => by ring
  simp only [e]
  exact hasSum_sum fun i _ => hasSum_sum fun j _ =>
    (displacedVacuum_overlap (g i) (g j)).mul_left (c i * c j)
```

## (e) A vanishing superposition has vanishing coefficients

**Task.** Let the g_i be distinct and suppose that all amplitudes of Σ_i c_i ψ_{g_i} are zero, with real c_i. Show that every c_i is zero.

**Solution.** The superposition has zero overlap with ψ_h for every h. By part (c),

Σ_i c_i exp(−|g_i − h|²/2) = 0 for all h.

Apply part (b) and divide by exp(−|h|²/2). With b_i = c_i exp(−|g_i|²/2) and χ_i(h) = exp(g_i·h),

Σ_i b_i χ_i(h) = 0 for all h.

Each χ_i is a character: χ_i(h + u) = χ_i(h) χ_i(u). Distinct g_i give distinct χ_i, because the unit displacement of mode m gives the value exp(g_i(m)).

Suppose that some b_i were nonzero, and among all nontrivial relations Σ_i β_i χ_i(h) = 0, valid for all h, take one with the fewest nonzero terms. It has at least two, since a character never vanishes. Pick two of its characters, χ_1 and χ_2, and a u with χ_1(u) ≠ χ_2(u). Replace h by h + u and subtract χ_1(u) times the original relation:

Σ_i β_i (χ_i(u) − χ_1(u)) χ_i(h) = 0.

The first term has gone and the second has survived, so this is a shorter nontrivial relation, a contradiction. Hence all b_i vanish, and with them all c_i.

The character is defined first. The type `Multiplicative (M → ℝ)` is the additive group of displacements written multiplicatively.

```lean
/-- The exponential character `h ↦ exp (g · h)` of the group of displacements. -/
def modeCharacter (g : M → ℝ) : Multiplicative (M → ℝ) →* ℝ where
  toFun h := Real.exp (∑ m, g m * Multiplicative.toAdd h m)
  map_one' := by simp
  map_mul' x y := by simp [mul_add, Finset.sum_add_distrib, Real.exp_add]
```

In the proof, `hz` is the vanishing overlap, `inj` the distinctness of the characters, and `linearIndependent_monoidHom` Mathlib's theorem that distinct characters are linearly independent.

```lean
/-- A real superposition of vacua with distinct displacements whose amplitudes all vanish
has only zero coefficients. -/
theorem coefficients_eq_zero (g : ι → M → ℝ) (hg : Function.Injective g) (c : ι → ℝ)
    (h0 : ∀ (n : ℕ) (q : Fin n → M), ∑ i, c i * displacedVacuum (g i) n q = 0) (i : ι) :
    c i = 0 := by
  classical
  -- The superposition is orthogonal to every displaced vacuum.
  have hz : ∀ h : M → ℝ,
      ∑ i, c i * Real.exp (-(∑ m, (g i m - h m) ^ 2) / 2) = 0 := by
    intro h
    have s1 : HasSum (fun n : ℕ => ∑ i, c i *
        ∑ q : Fin n → M, displacedVacuum (g i) n q * displacedVacuum h n q)
        (∑ i, c i * Real.exp (-(∑ m, (g i m - h m) ^ 2) / 2)) :=
      hasSum_sum fun i _ => (displacedVacuum_overlap (g i) h).mul_left (c i)
    have e : ∀ n : ℕ, ∑ i, c i *
        ∑ q : Fin n → M, displacedVacuum (g i) n q * displacedVacuum h n q = 0 := by
      intro n
      simp_rw [Finset.mul_sum]
      refine Finset.sum_comm.trans (Finset.sum_eq_zero fun q _ => ?_)
      simp_rw [← mul_assoc]
      rw [← Finset.sum_mul, h0, zero_mul]
    simp only [e] at s1
    exact s1.unique hasSum_zero
  have inj : Function.Injective (fun i => modeCharacter (g i)) := by
    intro i j hij
    apply hg
    funext m
    have h := DFunLike.congr_fun hij (Multiplicative.ofAdd (Pi.single m (1 : ℝ)))
    simpa [modeCharacter, Pi.single_apply] using h
  -- Distinct characters are linearly independent.
  have li := (linearIndependent_monoidHom (Multiplicative (M → ℝ)) ℝ).comp _ inj
  have h := Fintype.linearIndependent_iff.1 li
    (fun i => c i * Real.exp (-(∑ m, g i m ^ 2) / 2)) (by
      funext h
      simp only [Finset.sum_apply, Pi.smul_apply, smul_eq_mul, Function.comp_apply,
        Pi.zero_apply]
      refine (mul_eq_zero.1 ?_).resolve_left
        (Real.exp_ne_zero (-(∑ m, Multiplicative.toAdd h m ^ 2) / 2))
      refine Eq.trans ?_ (hz (Multiplicative.toAdd h))
      rw [Finset.mul_sum]
      refine Finset.sum_congr rfl fun i _ => ?_
      rw [overlap_factor]
      change _ * (_ * Real.exp (∑ m, g i m * Multiplicative.toAdd h m)) = _
      ring) i
  exact (mul_eq_zero.1 h).resolve_right (Real.exp_ne_zero _)
```

## (f) Independence over the complex numbers

**Task.** Show that the displaced vacua are linearly independent over ℂ exactly when their displacements are pairwise distinct.

**Solution.** If two displacements coincide, the same state occurs twice in the family, which is then dependent. Conversely, let the displacements be distinct and let Σ_i c_i ψ_{g_i} = 0 with complex c_i. The amplitudes are real, so

Σ_i Re(c_i) ψ_{g_i} = 0 and Σ_i Im(c_i) ψ_{g_i} = 0.

Part (e) applies to each equation.

In Lean the states are functions of n and q with complex values, and `Function.Injective g` expresses distinctness. A Fock vector is zero exactly when all its amplitudes are, so this is the usual independence of states.

```lean
/-- Displaced phonon vacua are linearly independent over the complex numbers exactly when
their displacements are pairwise distinct. -/
theorem displacedVacua_linearIndependent_iff (g : ι → M → ℝ) :
    LinearIndependent ℂ (fun i => fun (n : ℕ) (q : Fin n → M) =>
      (displacedVacuum (g i) n q : ℂ)) ↔ Function.Injective g := by
  refine ⟨fun h i j hij => h.injective (by simp only [hij]), fun hg => ?_⟩
  refine Fintype.linearIndependent_iff.2 fun c hc i => ?_
  have hc' : ∀ (n : ℕ) (q : Fin n → M),
      ∑ i, c i * (displacedVacuum (g i) n q : ℂ) = 0 := by
    intro n q
    have h := congrFun (congrFun hc n) q
    simpa [Finset.sum_apply] using h
  -- Real and imaginary parts of the coefficients vanish separately.
  apply Complex.ext
  · exact coefficients_eq_zero g hg (fun i => (c i).re)
      (fun n q => by simpa using congrArg Complex.re (hc' n q)) i
  · exact coefficients_eq_zero g hg (fun i => (c i).im)
      (fun n q => by simpa using congrArg Complex.im (hc' n q)) i
```

## (g) From an inner-product space to finitely many modes

**Task.** Given finitely many g_i in E, find real coordinates a_i(m), for finitely many m, with the same mutual distances.

**Solution.** The span W of the g_i has finite dimension d, even if E does not. Choose an orthonormal basis e_m of W and set a_i(m) = ⟨e_m, g_i⟩. Then

‖g_i − g_j‖² = Σ_m (a_i(m) − a_j(m))².

If all g_i are zero, then d = 0 and both sides vanish. In the code `b.repr` takes a vector to its coordinates and preserves norms.

```lean
/-- Finitely many displacements in a real inner-product space can be described by finitely
many mode coordinates with the same mutual distances. -/
theorem exists_modes (g : ι → E) : ∃ (d : ℕ) (a : ι → Fin d → ℝ),
    ∀ i j, ‖g i - g j‖ ^ 2 = ∑ m, (a i m - a j m) ^ 2 := by
  let W := Submodule.span ℝ (Set.range g)
  have : FiniteDimensional ℝ W := FiniteDimensional.span_of_finite ℝ (Set.finite_range g)
  let b := stdOrthonormalBasis ℝ W
  let w : ι → W := fun i => ⟨g i, Submodule.subset_span ⟨i, rfl⟩⟩
  refine ⟨Module.finrank ℝ W, fun i m => b.repr (w i) m, fun i j => ?_⟩
  have h : ‖g i - g j‖ = ‖b.repr (w i - w j)‖ := by
    rw [LinearIsometryEquiv.norm_map]
    rfl
  rw [h, EuclideanSpace.norm_sq_eq]
  refine Finset.sum_congr rfl fun m _ => ?_
  rw [Real.norm_eq_abs, sq_abs, map_sub]
  rfl
```

## (h) Positive definiteness

**Task.** Show that S is positive definite for pairwise distinct g_i in E.

**Solution.** S is symmetric because ‖g_i − g_j‖ = ‖g_j − g_i‖. Take the coordinates a_i of part (g). They are distinct, since equal coordinates would mean distance zero. For a real vector x, part (d) gives

Σ_i Σ_j x_i S_ij x_j = Σ_n Σ_q (Σ_i x_i ψ_{a_i}(n, q))².

If the left-hand side is not positive, every square on the right must vanish. Part (e) then gives x = 0. So the form is strictly positive for x ≠ 0.

The Lean proof follows this contradiction: `form` rewrites the matrix expression, `le_hasSum` bounds one phonon sector by the total, and `Finset.single_le_sum` bounds one squared amplitude by its sector.

```lean
/-- For pairwise distinct displacements in a real inner-product space, the overlap matrix
of the displaced phonon vacua is positive definite. -/
theorem overlapMatrix_posDef (g : ι → E) (hg : Function.Injective g) :
    (overlapMatrix g).PosDef := by
  obtain ⟨d, a, ha⟩ := exists_modes g
  have ha' : Function.Injective a := by
    intro i j hij
    have h := ha i j
    simp only [hij, sub_self, ne_eq, OfNat.ofNat_ne_zero, not_false_eq_true, zero_pow,
      Finset.sum_const_zero] at h
    exact hg (sub_eq_zero.1 (norm_eq_zero.1 (pow_eq_zero_iff (two_ne_zero)|>.1 h)))
  refine Matrix.posDef_iff_dotProduct_mulVec.2 ⟨?_, ?_⟩
  · exact Matrix.IsHermitian.ext fun i j => by
      simp only [overlapMatrix, Matrix.of_apply, star_trivial, norm_sub_rev (g j) (g i)]
  · intro x hx
    have form : star x ⬝ᵥ (Matrix.mulVec (overlapMatrix g) x) =
        ∑ i, ∑ j, x i * x j * Real.exp (-(∑ m, (a i m - a j m) ^ 2) / 2) := by
      simp only [dotProduct, Matrix.mulVec, overlapMatrix, Matrix.of_apply,
        Pi.star_apply, star_trivial, ha, Finset.mul_sum]
      exact Finset.sum_congr rfl fun i _ => Finset.sum_congr rfl fun j _ => by ring
    rw [form]
    by_contra hn
    apply hx
    funext i
    -- A nonpositive squared norm forces every Fock amplitude to vanish.
    refine coefficients_eq_zero a ha' x (fun n q => ?_) i
    have h1 := le_hasSum (superposition_norm_sq a x) n
      (fun k _ => Finset.sum_nonneg fun q _ => sq_nonneg _)
    have h2 := Finset.single_le_sum
      (f := fun q : Fin n → Fin d => (∑ i, x i * displacedVacuum (a i) n q) ^ 2)
      (fun q _ => sq_nonneg _) (Finset.mem_univ q)
    have h3 : (∑ i, x i * displacedVacuum (a i) n q) ^ 2 ≤ 0 :=
      h2.trans (h1.trans (not_lt.1 hn))
    exact pow_eq_zero_iff (two_ne_zero) |>.1 (le_antisymm h3 (sq_nonneg _))

end

end DisplacedPhononVacua
```

```lean
#print axioms DisplacedPhononVacua.annihilate_displacedVacuum
-- 'DisplacedPhononVacua.annihilate_displacedVacuum' depends on axioms: [propext, Classical.choice, Quot.sound]
#print axioms DisplacedPhononVacua.displacedVacua_linearIndependent_iff
-- 'DisplacedPhononVacua.displacedVacua_linearIndependent_iff' depends on axioms: [propext, Classical.choice, Quot.sound]
#print axioms DisplacedPhononVacua.overlapMatrix_posDef
-- 'DisplacedPhononVacua.overlapMatrix_posDef' depends on axioms: [propext, Classical.choice, Quot.sound]
```

## Complex displacements and nearly equal states

The model takes displacements to be real. With complex displacements α and β, which also shift the momenta, the overlap of two coherent states in one mode would be

exp(−|α − β|²/2) exp(i Im(α*β)).

The matrix would then in general be complex Hermitian rather than real, and distances alone would no longer determine it.

Consider a variational calculation whose basis states combine one and the same normalised electronic state with finitely many fixed vacua of the same harmonic modes, with distinct real displacements. Then S is the overlap matrix of the basis, and positive definiteness makes it invertible. (If each vacuum instead accompanies a different one of several orthogonal electronic states, such as an electron on different sites, the basis states are already orthogonal.) Positive definiteness gives no positive lower bound on the smallest eigenvalue that holds for all distinct displacements: in the two-state example that eigenvalue is 1 − s, which tends to zero as the displacements approach each other, so the numerical problem can still be ill-conditioned.
